# A particle hopping along the edges of a finite graph has density at most $((s\|H\|)^d/d!)^2$ at distance $d$ from its initial site after time $s$

A lattice simulation that puts noticeable weight ten sites from the starting point after a very short time looks wrong, and a limit on how fast density spreads can prove that it is. For one particle on a finite graph, whose Hermitian Hamiltonian $H$ couples only adjacent sites, such a limit follows from the operator norm $\|H\|$ and the number of edges to be crossed. The particle starts on a single site, and units are chosen with $\hbar=1$.

```lean
import Mathlib

open Matrix

namespace LatticeDensityOnset

noncomputable section

variable {V : Type*} [Fintype V] [DecidableEq V]

/-- The operator on lattice wavefunctions given by a matrix; its norm is the operator norm. -/
def op (H : Matrix V V ℂ) : EuclideanSpace ℂ V →L[ℂ] EuclideanSpace ℂ V :=
  Matrix.toEuclideanCLM (n := V) (𝕜 := ℂ) H

/-- The state of a particle localised on site `a`. -/
def siteState (a : V) : EuclideanSpace ℂ V := WithLp.toLp 2 (Pi.single a 1)

/-- The matrix `H` couples only equal or adjacent sites of the graph. -/
def IsLocal (G : SimpleGraph V) (H : Matrix V V ℂ) : Prop :=
  ∀ i j, i ≠ j → ¬ G.Adj i j → H i j = 0

/-- The wavefunction `ψ` obeys the Schrödinger equation `ψ' = -i H(t) ψ` (with `ħ = 1`). -/
def Evolves (H : ℝ → Matrix V V ℂ) (ψ : ℝ → EuclideanSpace ℂ V) : Prop :=
  ∀ t, HasDerivAt ψ (-Complex.I • op (H t) (ψ t)) t

/-- The projection on the sites at graph distance at least `d` from `a`. -/
def far (G : SimpleGraph V) (a : V) (d : ℕ) : Matrix V V ℂ :=
  Matrix.diagonal fun j => if (d : ℕ∞) ≤ G.edist a j then 1 else 0

/-- The state `exp(-isH)` applied to a particle on site `a`. -/
def evolve (H : Matrix V V ℂ) (a : V) (s : ℝ) : EuclideanSpace ℂ V :=
  NormedSpace.exp (s • (-Complex.I • op H)) (siteState a)

/-- A fixed bounded complex-linear operator can be applied under the time derivative of a state. -/
theorem hasDerivAt_apply {E : Type*} [NormedAddCommGroup E] [NormedSpace ℂ E] [NormedSpace ℝ E]
    [IsScalarTower ℝ ℂ E] (L : E →L[ℂ] E) {f : ℝ → E} {v : E} {t : ℝ}
    (h : HasDerivAt f v t) : HasDerivAt (fun u => L (f u)) (L v) t :=
  (L.restrictScalars ℝ).hasFDerivAt.comp_hasDerivAt t h

/-- Under a Hermitian, possibly time-dependent Hamiltonian the norm of the state is conserved. -/
theorem norm_conserved {H : ℝ → Matrix V V ℂ} {ψ : ℝ → EuclideanSpace ℂ V}
    (hH : ∀ t, (H t).IsHermitian) (hψ : Evolves H ψ) (t : ℝ) : ‖ψ t‖ = ‖ψ 0‖ := by
  have hd : ∀ t, HasDerivAt (fun t => inner ℂ (ψ t) (ψ t)) 0 t := by
    intro t
    -- a Hermitian matrix moves freely across the inner product
    have hadj : ContinuousLinearMap.adjoint (op (H t)) = op (H t) := by
      rw [← ContinuousLinearMap.star_eq_adjoint, op, ← map_star,
        Matrix.star_eq_conjTranspose, (hH t).eq]
    have hsym := ContinuousLinearMap.adjoint_inner_left (op (H t)) (ψ t) (ψ t)
    rw [hadj] at hsym
    have hzero : inner ℂ (ψ t) (-Complex.I • op (H t) (ψ t))
        + inner ℂ (-Complex.I • op (H t) (ψ t)) (ψ t) = (0 : ℂ) := by
      rw [inner_smul_right, inner_smul_left, hsym]
      simp
    exact ((hψ t).inner ℂ (hψ t)).congr_deriv hzero
  have hc := is_const_of_deriv_eq_zero (fun t => (hd t).differentiableAt)
    (fun t => (hd t).deriv) t 0
  have h2 : ‖ψ t‖ ^ 2 = ‖ψ 0‖ ^ 2 := by
    rw [← inner_self_eq_norm_sq (𝕜 := ℂ) (ψ t), ← inner_self_eq_norm_sq (𝕜 := ℂ) (ψ 0)]
    exact congrArg (fun z : ℂ => RCLike.re z) hc
  exact (sq_eq_sq₀ (norm_nonneg _) (norm_nonneg _)).1 h2

/-- The projection keeps the amplitudes at distance at least `d` from `a` and deletes the rest. -/
theorem far_apply (G : SimpleGraph V) (a : V) (d : ℕ) (x : EuclideanSpace ℂ V) (j : V) :
    (op (far G a d) x).ofLp j = if (d : ℕ∞) ≤ G.edist a j then x.ofLp j else 0 := by
  have h : (op (far G a d) x).ofLp = far G a d *ᵥ x.ofLp := rfl
  rw [h, far, Matrix.mulVec_diagonal]
  simp only [ite_mul, one_mul, zero_mul]

/-- One action of a local Hamiltonian reaches the sites at distance at least `d + 1` only from
sites at distance at least `d`. -/
theorem far_mul {G : SimpleGraph V} {H : Matrix V V ℂ} (hloc : IsLocal G H) (a : V) (d : ℕ) :
    far G a (d + 1) * H = far G a (d + 1) * H * far G a d := by
  ext i j
  simp only [far, Matrix.mul_diagonal, Matrix.diagonal_mul]
  by_cases hi : ((d + 1 : ℕ) : ℕ∞) ≤ G.edist a i
  · by_cases hj : (d : ℕ∞) ≤ G.edist a j
    · rw [if_pos hj, mul_one]
    · -- a nonzero entry would join two sites whose distances differ by more than one
      have hij : H i j = 0 := by
        by_contra hne
        have h1 : G.edist j i ≤ 1 := by
          by_cases e : i = j
          · subst e
            simp
          · have hadj : G.Adj i j := by
              by_contra hn
              exact hne (hloc i j e hn)
            exact (SimpleGraph.edist_eq_one_iff_adj.2 hadj.symm).le
        have h2 : G.edist a i ≤ G.edist a j + 1 :=
          SimpleGraph.edist_triangle.trans (by gcongr)
        have h3 : G.edist a j + 1 ≤ (d : ℕ∞) := Order.add_one_le_of_lt (not_le.1 hj)
        have h4 : d + 1 ≤ d := Nat.cast_le.1 (hi.trans (h2.trans h3))
        omega
      simp only [hij, mul_zero, zero_mul]
  · simp only [if_neg hi, zero_mul]

/-- A particle starts on `a` and moves under a local Hermitian `H(t)` of norm at most `Λ`. The part
of its state at distance at least `d` has norm at most `(sΛ)^d/d!` at time `s ≥ 0`. -/
theorem far_amplitude_le {G : SimpleGraph V} {H : ℝ → Matrix V V ℂ}
    {ψ : ℝ → EuclideanSpace ℂ V} {a : V} {Λ : ℝ} (hH : ∀ t, (H t).IsHermitian)
    (hloc : ∀ t, IsLocal G (H t)) (hΛ : ∀ t, 0 ≤ t → ‖op (H t)‖ ≤ Λ)
    (hψ : Evolves H ψ) (h0 : ψ 0 = siteState a) (d : ℕ) :
    ∀ s, 0 ≤ s → ‖op (far G a d) (ψ s)‖ ≤ (s * Λ) ^ d / d.factorial := by
  have hΛ0 : 0 ≤ Λ := (norm_nonneg _).trans (hΛ 0 le_rfl)
  have op_mul : ∀ (A B : Matrix V V ℂ) (x : EuclideanSpace ℂ V),
      op (A * B) x = op A (op B x) := by
    intro A B x
    rw [op, map_mul]
    rfl
  have hproj : ∀ (k : ℕ) (x : EuclideanSpace ℂ V), ‖op (far G a k) x‖ ≤ ‖x‖ := by
    intro k x
    refine (sq_le_sq₀ (norm_nonneg _) (norm_nonneg _)).1 ?_
    rw [EuclideanSpace.norm_sq_eq, EuclideanSpace.norm_sq_eq]
    refine Finset.sum_le_sum fun j _ => ?_
    rw [far_apply]
    split_ifs
    · exact le_rfl
    · simp
  induction d with
  | zero =>
    intro s _
    have h1 : ‖siteState a‖ ^ 2 = 1 := by
      rw [EuclideanSpace.norm_sq_eq, Finset.sum_eq_single a]
      · simp [siteState]
      · intro j _ hj
        simp [siteState, hj]
      · simp
    have h2 : ‖ψ s‖ = 1 := by
      rw [norm_conserved hH hψ s, h0]
      nlinarith [norm_nonneg (siteState a)]
    simpa [h2] using hproj 0 (ψ s)
  | succ d ih =>
    intro s hs
    have hder : ∀ t, HasDerivAt (fun t => op (far G a (d + 1)) (ψ t))
        (op (far G a (d + 1)) (-Complex.I • op (H t) (ψ t))) t := fun t =>
      hasDerivAt_apply (op (far G a (d + 1))) (hψ t)
    have hB : ∀ t : ℝ, HasDerivAt (fun t : ℝ => (t * Λ) ^ (d + 1) / ((d + 1).factorial : ℝ))
        (Λ * ((t * Λ) ^ d / (d.factorial : ℝ))) t := by
      intro t
      refine ((((hasDerivAt_id' t).mul_const Λ).fun_pow (d + 1)).div_const _).congr_deriv ?_
      have hf : (d.factorial : ℝ) ≠ 0 := by positivity
      have hd : (d : ℝ) + 1 ≠ 0 := by positivity
      rw [Nat.add_sub_cancel, Nat.factorial_succ]
      push_cast
      field_simp
    -- initially nothing is far away
    have hstart : op (far G a (d + 1)) (ψ 0) = 0 := by
      rw [h0]
      ext j
      rw [far_apply]
      split_ifs with h
      · have hj : j ≠ a := by
          rintro rfl
          simp at h
        simp [siteState, hj]
      · rfl
    refine image_norm_le_of_norm_deriv_right_le_deriv_boundary
      (fun t _ => (hder t).continuousAt.continuousWithinAt)
      (fun t _ => (hder t).hasDerivWithinAt) ?_ hB ?_ (Set.right_mem_Icc.2 hs)
    · simp [hstart]
    · -- the derivative is bounded by `Λ` times the amplitude at distance at least `d`
      intro t ht
      rw [map_smul, norm_smul, norm_neg, Complex.norm_I, one_mul, ← op_mul,
        far_mul (hloc t), op_mul, op_mul]
      calc _ ≤ ‖op (H t) (op (far G a d) (ψ t))‖ := hproj _ _
        _ ≤ ‖op (H t)‖ * ‖op (far G a d) (ψ t)‖ := (op (H t)).le_opNorm _
        _ ≤ _ := mul_le_mul (hΛ t ht.1) (ih t ht.1) (norm_nonneg _) hΛ0

/-- For a particle started on `a` under a local Hermitian `H(t)` of norm at most `Λ`, the total
density on all sites at distance at least `d` is at most `((sΛ)^d/d!)²` at time `s ≥ 0`. -/
theorem far_density_le {G : SimpleGraph V} {H : ℝ → Matrix V V ℂ}
    {ψ : ℝ → EuclideanSpace ℂ V} {a : V} {Λ : ℝ} (hH : ∀ t, (H t).IsHermitian)
    (hloc : ∀ t, IsLocal G (H t)) (hΛ : ∀ t, 0 ≤ t → ‖op (H t)‖ ≤ Λ)
    (hψ : Evolves H ψ) (h0 : ψ 0 = siteState a) (d : ℕ) {s : ℝ} (hs : 0 ≤ s) :
    ∑ j with (d : ℕ∞) ≤ G.edist a j, ‖(ψ s).ofLp j‖ ^ 2
      ≤ ((s * Λ) ^ d / d.factorial) ^ 2 := by
  have h : ∑ j with (d : ℕ∞) ≤ G.edist a j, ‖(ψ s).ofLp j‖ ^ 2
      = ‖op (far G a d) (ψ s)‖ ^ 2 := by
    rw [EuclideanSpace.norm_sq_eq, Finset.sum_filter]
    refine Finset.sum_congr rfl fun j _ => ?_
    rw [far_apply]
    split_ifs <;> simp
  rw [h]
  exact pow_le_pow_left₀ (norm_nonneg _) (far_amplitude_le hH hloc hΛ hψ h0 d s hs) 2

/-- The state `exp(-isH)` applied to a site state solves the Schrödinger equation with constant
Hamiltonian `H`. -/
theorem evolve_evolves (H : Matrix V V ℂ) (a : V) : Evolves (fun _ => H) (evolve H a) := by
  intro t
  have h := hasDerivAt_exp_smul_const' (-Complex.I • op H) t
  exact ((ContinuousLinearMap.apply ℂ (EuclideanSpace ℂ V)
    (siteState a)).restrictScalars ℝ).hasFDerivAt.comp_hasDerivAt t h

/-- Onset of density: for a local Hermitian `H` and a particle started on `a`, the density at time
`s ≥ 0` on a site `b` at graph distance `d` is at most `((s‖H‖)^d/d!)²`. -/
theorem density_onset {G : SimpleGraph V} {H : Matrix V V ℂ} (hH : H.IsHermitian)
    (hloc : IsLocal G H) {a b : V} {d : ℕ} (hd : G.edist a b = d) {s : ℝ} (hs : 0 ≤ s) :
    ‖(evolve H a s).ofLp b‖ ^ 2 ≤ ((s * ‖op H‖) ^ d / d.factorial) ^ 2 := by
  have h0 : evolve H a 0 = siteState a := by
    have hz : (0 : ℝ) • (-Complex.I • op H) = 0 := by
      have h := zero_smul ℝ (-Complex.I • op H)
      exact h
    rw [evolve, hz, NormedSpace.exp_zero]
    rfl
  -- one far site carries no more than all far sites together
  refine le_trans ?_ (far_density_le (G := G) (fun _ => hH) (fun _ => hloc)
    (fun _ _ => le_rfl) (evolve_evolves H a) h0 d hs)
  exact Finset.single_le_sum (f := fun j => ‖(evolve H a s).ofLp j‖ ^ 2)
    (fun j _ => sq_nonneg _) (Finset.mem_filter.2 ⟨Finset.mem_univ b, hd.ge⟩)

end

end LatticeDensityOnset
```

```lean
#print axioms LatticeDensityOnset.density_onset
```

```
'LatticeDensityOnset.density_onset' depends on axioms: [propext, Classical.choice, Quot.sound]
```

## Density on one site and on all far sites

A particle sits on site $a$ at time $0$ and evolves under $H$, with $\hbar=1$. Let $b$ be a site whose shortest path to $a$ has $d$ edges. The theorem `density_onset` says that for every $s\ge 0$

$$|\psi_b(s)|^2\le\left(\frac{(s\|H\|)^d}{d!}\right)^2,\qquad \psi(s)=e^{-isH}\psi(0).$$

With $s\|H\|=1$ and $d=10$, the right-hand side is about $7.6\times10^{-14}$. At $d=0$ it equals $1$, the whole density of the particle. Once the right-hand side exceeds $1$ the bound carries no information, so it restricts the onset of density and not its later course.

The theorem `far_density_le` is stronger in two ways. It bounds the sum of the densities over all sites at distance $d$ or more, and it allows a time-dependent $H(t)$ whose norm is at most a number $\Lambda$ for all $t\ge0$; $\Lambda$ then takes the place of $\|H\|$.

In a simulation of a single particle that starts on one site of such a lattice, density above the bound is a numerical error or a mistake in the code. A correct code can also exceed the bound through rounding or a finite time step. The excess density is then small, but where the bound itself is tiny it can be many times the bound. The time-dependent version also applies to a lattice Kohn–Sham orbital that starts on one site, if the Kohn–Sham Hamiltonian along its evolution is local and bounded in norm by $\Lambda$.

## Hopping, distance and time as Lean objects

The sites form the finite type `V`, and a wavefunction is a vector in `EuclideanSpace ℂ V`, with one complex amplitude per site and the usual Hilbert-space norm. The density on site `b` is the squared modulus of its amplitude. The initial state `siteState a` has amplitude $1$ on `a` and $0$ elsewhere, so it is normalised.

`op H` is the matrix acting as a linear operator, and `‖op H‖` is its operator norm, which for Hermitian $H$ is the largest modulus of an eigenvalue. This number depends on the zero of energy, whereas the density does not, so a uniform shift of the on-site energies that lowers the norm gives a sharper bound whenever $d\ge1$ and $s>0$.

`IsLocal G H` is the physical assumption of nearest-neighbour hopping: $H_{ij}=0$ whenever $i$ and $j$ are distinct and not joined by an edge of `G`. On-site energies are unrestricted. Longer-range hopping can be included by drawing more edges, which shortens the distances.

`G.edist` is the graph distance with the value infinity allowed, for sites that no path connects. The hypothesis `hd` of `density_onset` states that the distance from `a` to `b` is the finite number `d`. Sites in other components of the graph are included in the sum of `far_density_le`, for every `d`.

`Evolves H ψ` states the Schrödinger equation $\psi'(t)=-iH(t)\psi(t)$ at every real time, although the bounds concern only $s\ge0$. For constant $H$ the solution is constructed, as `evolve H a s`. For time-dependent $H(t)$ a solution is assumed to be given.

Going from a material to this model replaces interacting electrons in continuous space by one particle on a finite lattice with strictly limited hopping range. Hopping amplitudes between real orbitals usually have tails, and the hypotheses set those tails to zero.

## Each factor of $H$ crosses at most one edge

The derivation treats the time-dependent case. First, the norm is conserved. With an inner product that is conjugate-linear in its first argument,

$$\frac{d}{dt}\langle\psi,\psi\rangle=\langle\psi,-iH\psi\rangle+\langle-iH\psi,\psi\rangle=-i\langle\psi,H\psi\rangle+i\langle H\psi,\psi\rangle=0,$$

because $H$ is Hermitian. Hence $\|\psi(t)\|=1$ throughout.

Let $Q_d$ be the projection that keeps the amplitudes on sites at distance at least $d$ from $a$ and deletes the others. Then

$$Q_{d+1}H=Q_{d+1}HQ_d.$$

To see this, take a site $i$ at distance at least $d+1$ and a site $j$ at distance less than $d$. If $H_{ij}$ were nonzero, $i$ and $j$ would be equal or adjacent, and the triangle inequality would put $i$ at distance at most $d$, a contradiction. So the entries that $Q_d$ removes on the right were already zero.

Applying $Q_{d+1}$ to the Schrödinger equation gives

$$\frac{d}{dt}Q_{d+1}\psi=-iQ_{d+1}HQ_d\psi,\qquad\left\|\frac{d}{dt}Q_{d+1}\psi\right\|\le\Lambda\|Q_d\psi\|,$$

since a projection does not increase the norm. Amplitude beyond distance $d$ is fed only by amplitude at distance $d$ or more.

Now set $B_d(t)=(t\Lambda)^d/d!$. The claim is $\|Q_d\psi(t)\|\le B_d(t)$ for all $t\ge0$, by induction on $d$. For $d=0$ it reads $\|\psi(t)\|\le1$. Suppose it holds for $d$. Then

$$\left\|\frac{d}{dt}Q_{d+1}\psi(t)\right\|\le\Lambda B_d(t)=\Lambda\frac{(t\Lambda)^d}{d!}=B_{d+1}'(t).$$

Both $Q_{d+1}\psi$ and $B_{d+1}$ vanish at $t=0$, the first because the particle starts on $a$. Fix $s\ge0$. If $Q_{d+1}\psi(s)=0$ there is nothing to show. Otherwise let $u$ be the unit vector in the direction of $Q_{d+1}\psi(s)$, and put $f(t)=\operatorname{Re}\langle u,Q_{d+1}\psi(t)\rangle$. Then $f'(t)\le B_{d+1}'(t)$ on $[0,s]$ and $f(0)=B_{d+1}(0)=0$, so

$$\|Q_{d+1}\psi(s)\|=f(s)\le B_{d+1}(s).$$

This completes the induction. The Schrödinger equation is assumed at every time, so the theorem does not cover an abrupt switch of $H(t)$ that puts a kink in $\psi(t)$.

Squaring gives the density bound:

$$\sum_{\operatorname{dist}(a,j)\ge d}|\psi_j(s)|^2=\|Q_d\psi(s)\|^2\le\left(\frac{(s\Lambda)^d}{d!}\right)^2.$$

A site $b$ at distance $d$ contributes one of the nonnegative terms on the left. For constant $H$, differentiating the exponential gives $\frac{d}{ds}e^{-isH}\psi(0)=-iHe^{-isH}\psi(0)$, so the result applies with $\Lambda=\|H\|$.

## The same induction in Lean

`norm_conserved` differentiates the inner product of the state with itself. Its step `hadj` turns Hermiticity of the matrix into self-adjointness of the operator, and `hzero` is the cancellation of the two terms. A function with zero derivative everywhere is constant, which gives equality of the norms.

The projection $Q_d$ is `far G a d`, a diagonal matrix of ones and zeros, and `far_apply` computes its effect on each amplitude. The identity for $Q_{d+1}H$ is `far_mul`, proved entry by entry. In the only case that needs an argument, `h1` says that $i$ and $j$ are at most one edge apart, `h2` is the triangle inequality, and `h4` is the resulting contradiction $d+1\le d$.

`far_amplitude_le` contains the induction. Its local fact `hproj` says that the projections do not increase the norm. In the induction step, `hder` is the projected Schrödinger equation, obtained from `hasDerivAt_apply`, which lets a fixed operator pass through the time derivative. The derivative of $B_{d+1}$ is `hB`, and `hstart` says that nothing is far away initially. The Mathlib theorem `image_norm_le_of_norm_deriv_right_le_deriv_boundary` then does the work of the auxiliary function $f$: a vector whose derivative is bounded in norm by $B_{d+1}'$, and which starts within the bound, stays within it. The closing `calc` block supplies the derivative estimate, using first the projection, then the operator norm, and finally the induction hypothesis `ih`.

`far_density_le` identifies the sum of far densities with the squared norm of the projected state and squares the amplitude bound. `evolve_evolves` proves that the exponential solves the Schrödinger equation. `density_onset` checks that this solution starts in `siteState a`, applies the previous bound with $\Lambda=\|H\|$, and uses `Finset.single_le_sum` to pass from the sum to the single site `b`.
